# At fixed distortion, the least energy of one electron on two Holstein sites is K x²/2 − √(t² + g²x²)

One electron hops between two sites with amplitude `-t`, where `t > 0`, while a classical lattice distortion `x` shifts the site energies to `g x` and `-g x` and costs elastic energy `K x² / 2`. The theorem `adiabaticEnergy_isLeast` states that, for any fixed real `K`, `g` and `x`, the value `K x² / 2 - √(t² + g² x²)` is the minimum of the total energy over all normalised electron states, and that some such state attains it. The proof writes `s` for the square root and gives an explicit bonding state with this energy. For the lower bound, it shows that the excess energy of any normalised state, multiplied by the positive number `s + g * x`, is a sum of two squares.

The first attempt, which Lean rejects:

```lean
import Mathlib

open Matrix

namespace TwoSiteHolsteinPolaron

noncomputable section

/-- Electron Hamiltonian on two sites: hopping `-t` and site energies `g x` and `-g x`
produced by the lattice distortion `x`. -/
def electronHamiltonian (t g x : ℝ) : Matrix (Fin 2) (Fin 2) ℂ :=
  !![((g * x : ℝ) : ℂ), -(t : ℂ); -(t : ℂ), -((g * x : ℝ) : ℂ)]

/-- Elastic energy of the distortion `x` plus the expectation value of the electron
Hamiltonian in the state `ψ`. -/
def totalEnergy (K t g x : ℝ) (ψ : Fin 2 → ℂ) : ℝ :=
  K * x ^ 2 / 2 + (star ψ ⬝ᵥ (electronHamiltonian t g x *ᵥ ψ)).re

/-- The adiabatic energy surface `K x² / 2 - √(t² + g² x²)` of the distortion `x`. -/
def adiabaticEnergy (K t g x : ℝ) : ℝ :=
  K * x ^ 2 / 2 - √(t ^ 2 + g ^ 2 * x ^ 2)

/-- The total energy written out in the real and imaginary parts of the two site amplitudes. -/
theorem totalEnergy_eq (K t g x : ℝ) (ψ : Fin 2 → ℂ) :
    totalEnergy K t g x ψ = K * x ^ 2 / 2
      + g * x * ((ψ 0).re ^ 2 + (ψ 0).im ^ 2 - (ψ 1).re ^ 2 - (ψ 1).im ^ 2)
      - 2 * t * ((ψ 0).re * (ψ 1).re + (ψ 0).im * (ψ 1).im) := by
  simp [totalEnergy, electronHamiltonian, Matrix.mulVec, dotProduct, Fin.sum_univ_two]
  ring

/-- At fixed distortion, the adiabatic energy is the least total energy over all normalised
electron states. -/
theorem adiabaticEnergy_isLeast (K g x : ℝ) {t : ℝ} (ht : 0 < t) :
    IsLeast {E | ∃ ψ : Fin 2 → ℂ, ‖ψ 0‖ ^ 2 + ‖ψ 1‖ ^ 2 = 1 ∧ totalEnergy K t g x ψ = E}
      (adiabaticEnergy K t g x) := by
  have hs : √(t ^ 2 + g ^ 2 * x ^ 2) ^ 2 = t ^ 2 + g ^ 2 * x ^ 2 :=
    Real.sq_sqrt (by positivity)
  have hs0 : 0 ≤ √(t ^ 2 + g ^ 2 * x ^ 2) := Real.sqrt_nonneg _
  unfold adiabaticEnergy
  generalize √(t ^ 2 + g ^ 2 * x ^ 2) = s at hs hs0 ⊢
  have hpos : 0 < s + g * x := by
    by_contra h
    have h1 : 0 ≤ -(g * x) - s := by linarith
    have h2 : 0 ≤ s - g * x := by linarith
    have h3 := mul_nonneg h1 h2
    have h4 : 0 < t ^ 2 := by positivity
    nlinarith
  constructor
  · -- the bonding state, with amplitudes proportional to `t` and `s + g x`
    obtain ⟨c, hc⟩ : ∃ c : ℝ, c ^ 2 * (t ^ 2 + (s + g * x) ^ 2) = 1 :=
      ⟨√((t ^ 2 + (s + g * x) ^ 2)⁻¹), by
        rw [Real.sq_sqrt (by positivity), inv_mul_cancel₀ (by positivity)]⟩
    refine ⟨![((c * t : ℝ) : ℂ), ((c * (s + g * x) : ℝ) : ℂ)], ?_, ?_⟩
    · rw [Complex.sq_norm, Complex.sq_norm, Complex.normSq_apply, Complex.normSq_apply]
      simp only [Matrix.cons_val_zero, Matrix.cons_val_one, Complex.ofReal_re,
        Complex.ofReal_im]
      linear_combination hc
    · rw [totalEnergy_eq]
      simp only [Matrix.cons_val_zero, Matrix.cons_val_one, Complex.ofReal_re,
        Complex.ofReal_im]
      linear_combination c ^ 2 * (s + g * x) * hs - s * hc
  · rintro E ⟨ψ, hψ, rfl⟩
    rw [Complex.sq_norm, Complex.sq_norm, Complex.normSq_apply, Complex.normSq_apply] at hψ
    rw [totalEnergy_eq]
    generalize (ψ 0).re = p at hψ ⊢
    generalize (ψ 0).im = q at hψ ⊢
    generalize (ψ 1).re = r at hψ ⊢
    generalize (ψ 1).im = u at hψ ⊢
    -- the excess energy times `s + g x` is a sum of two squares
    have key : (s + g * x) * (g * x * (p ^ 2 + q ^ 2 - r ^ 2 - u ^ 2)
        - 2 * t * (p * r + q * u) + s)
        = ((s + g * x) * p - t * r) ^ 2 + ((s + g * x) * q - t * u) ^ 2 := by
      linear_combination (r ^ 2 + u ^ 2) * hs - (s + g * x) * s * hψ
    have h := (mul_nonneg_iff_of_pos_left hpos).1 (key ▸ by positivity)
    linarith

end

end TwoSiteHolsteinPolaron
```

Lean reports:

```
Main.lean:74:57: error: invalid 'by' tactic, expected type has not been provided
Main.lean:74:51: error: invalid `▸` notation, the equality
  key
has type 
  (s + g * x) * (g * x * (p ^ 2 + q ^ 2 - r ^ 2 - u ^ 2) - 2 * t * (p * r + q * u) + s) =
    ((s + g * x) * p - t * r) ^ 2 + ((s + g * x) * q - t * u) ^ 2
but neither side of the equality is mentioned in the type
  ?m.979
```

What went wrong. Both errors come from the term `key ▸ by positivity`, in the step that deduces that the excess energy is nonnegative. There `mul_nonneg_iff_of_pos_left hpos` needs a proof that `s + g * x` times some second factor is nonnegative. `hpos` fixes only the first factor, and `have h` has no stated type, so nothing fixes the second.

Without a fully known expected type, `▸` has to take the statement to rewrite from the term on its right. That term is `by positivity`, which cannot run without a goal: this is the first message. Its type stays the bare unknown `?m.979`, in which neither side of `key` occurs: this is the second.

The repair states the inequality in full as `h0`. Now `rw [key]` has a concrete product to replace by the sum of squares, which `positivity` proves nonnegative. Passing `h0` to the lemma also fixes the second factor, so `h` says that the excess energy is nonnegative, and the unchanged `linarith` finishes the bound.

After these edits no error is left:

```diff
@@ -72,5 +72,9 @@
         = ((s + g * x) * p - t * r) ^ 2 + ((s + g * x) * q - t * u) ^ 2 := by
       linear_combination (r ^ 2 + u ^ 2) * hs - (s + g * x) * s * hψ
-    have h := (mul_nonneg_iff_of_pos_left hpos).1 (key ▸ by positivity)
+    have h0 : 0 ≤ (s + g * x) * (g * x * (p ^ 2 + q ^ 2 - r ^ 2 - u ^ 2)
+        - 2 * t * (p * r + q * u) + s) := by
+      rw [key]
+      positivity
+    have h := (mul_nonneg_iff_of_pos_left hpos).1 h0
     linarith
 
```
